# The line intensities of a first-order multiplet with one common coupling constant are log-concave

For all natural numbers $n$ and $s$, the coefficients $a_k$ of $(1+x+\dots+x^s)^n$ satisfy

$$a_k\,a_{k+2}\le a_{k+1}^2\qquad(k\ge 0).$$

These coefficients are the relative line intensities in the first-order nuclear magnetic resonance spectrum of a nucleus coupled equally to $n$ equivalent neighbours of spin $s/2$, whose spin levels are taken to be equally populated. In words, the square of each interior intensity is at least the product of the two adjacent ones. The inequality also holds when the neighbours have different spins but share one coupling constant.

```lean
import Mathlib

open Polynomial Finset

namespace MultipletLogConcavity
```

## From spin levels to a polynomial

Let neighbour $i$ have spin $s_i/2$, so that $s_i$ is twice the usual spin quantum number. Its levels have magnetic quantum numbers $m_i-s_i/2$ with $m_i=0,\dots,s_i$. To first order, and with a common coupling constant $J$, the observed nucleus resonates at

$$\nu=\nu_0+J\sum_i\left(m_i-\tfrac{s_i}{2}\right),$$

where $\nu_0$ is its frequency without coupling. The position of a line therefore depends only on $k=\sum_i m_i$. If all levels are equally populated, which is a good approximation when the level spacings are small compared with the thermal energy, the intensity of line $k$ is proportional to the number of configurations with that sum.

This passage from a spin Hamiltonian to counting is assumed. Strong coupling, relaxation and overlapping line shapes do not enter.

The property to be carried from single neighbours to the whole multiplet has three parts: nonnegative coefficients, no zero between two nonzero coefficients, and the local inequality. `LogConcave` includes all three, whereas the term often means the last one alone. The shifted indices in `sq_ge` avoid subtraction of natural numbers.

```lean
/-- A polynomial is log-concave here if its coefficients are nonnegative, have no zero between
two nonzero ones, and each squared coefficient is at least the product of its neighbours. -/
structure LogConcave (p : ℝ[X]) : Prop where
  nonneg : ∀ k, 0 ≤ p.coeff k
  noGaps : ∀ i j k, i < j → j < k → p.coeff i ≠ 0 → p.coeff k ≠ 0 → p.coeff j ≠ 0
  sq_ge : ∀ k, p.coeff k * p.coeff (k + 2) ≤ p.coeff (k + 1) ^ 2
```

A single neighbour contributes $1+x+\dots+x^s$, one term for each of its $s+1$ levels. For $s=0$ this is the constant $1$, and the line is not split.

```lean
/-- The generating polynomial `1 + x + ... + x^s` of the `s + 1` equally populated levels of one
neighbour of spin `s/2`. -/
noncomputable def spinPoly (s : ℕ) : ℝ[X] := ∑ i ∈ range (s + 1), (X : ℝ[X]) ^ i
```

The intensity is defined separately, without polynomials. In `lineIntensity`, the type `ι` labels a finite set of neighbours, a function `m` selects a level for each one, and the filter keeps the selections with sum $k$. The result is an unnormalised count. Dividing by $\prod_i(s_i+1)$ gives the fraction of the total intensity, and this common factor does not affect the inequalities.

```lean
/-- The intensity of line `k`: the number of configurations of neighbours with spins `s i / 2`
whose levels, each counted from the lowest as `0, ..., s i`, add up to `k`. -/
def lineIntensity {ι : Type*} [Fintype ι] [DecidableEq ι] (s : ι → ℕ) (k : ℕ) : ℕ :=
  ((Fintype.piFinset fun i => range (s i + 1)).filter fun m => ∑ i, m i = k).card
```

## Successive ratios do not increase

Let $a_k$ now be the coefficients of any log-concave polynomial. For $i\le j$,

$$a_i\,a_{j+1}\le a_{i+1}\,a_j .$$

For $j=i$ the two sides are equal. Suppose the inequality holds for $j$; the next case is $a_i a_{j+2}\le a_{i+1}a_{j+1}$. If $a_i$ or $a_{j+2}$ vanishes, the left side is zero. Otherwise the absence of gaps gives $a_j>0$, and

$$a_i a_{j+2}a_j\le a_i a_{j+1}^2\le a_{i+1}a_j a_{j+1}.$$

The first step is the local inequality and the second is the induction hypothesis. Cancelling $a_j$ finishes the step. The `calc` block is this chain.

```lean
/-- For a log-concave polynomial the ratio of successive coefficients does not increase,
written without division. -/
theorem LogConcave.ratio {p : ℝ[X]} (h : LogConcave p) {i j : ℕ} (hij : i ≤ j) :
    p.coeff i * p.coeff (j + 1) ≤ p.coeff (i + 1) * p.coeff j := by
  induction j, hij using Nat.le_induction with
  | base => exact (mul_comm _ _).le
  | succ j hij ih =>
    have hr : 0 ≤ p.coeff (i + 1) * p.coeff (j + 1) := mul_nonneg (h.nonneg _) (h.nonneg _)
    by_cases hi : p.coeff i = 0
    · rw [hi, zero_mul]; exact hr
    by_cases hk : p.coeff (j + 1 + 1) = 0
    · rw [hk, mul_zero]; exact hr
    -- the absence of gaps makes the coefficient we cancel strictly positive
    have hj : p.coeff j ≠ 0 := by
      rcases hij.eq_or_lt with e | hlt
      · rw [← e]; exact hi
      · exact h.noGaps i j (j + 1 + 1) hlt (by omega) hi hk
    have hpos : 0 < p.coeff j := lt_of_le_of_ne (h.nonneg j) (Ne.symm hj)
    have h1 := mul_le_mul_of_nonneg_left (h.sq_ge j) (h.nonneg i)
    have h2 := mul_le_mul_of_nonneg_right ih (h.nonneg (j + 1))
    refine le_of_mul_le_mul_right ?_ hpos
    calc p.coeff i * p.coeff (j + 1 + 1) * p.coeff j
        = p.coeff i * (p.coeff j * p.coeff (j + 2)) := by ring
      _ ≤ p.coeff i * p.coeff (j + 1) ^ 2 := h1
      _ = p.coeff i * p.coeff (j + 1) * p.coeff (j + 1) := by ring
      _ ≤ p.coeff (i + 1) * p.coeff j * p.coeff (j + 1) := h2
      _ = p.coeff (i + 1) * p.coeff (j + 1) * p.coeff j := by ring
```

Repeating the move $d$ times gives, for $i\le j$,

$$a_i\,a_{j+d}\le a_{i+d}\,a_j .$$

The induction is on $d$. If $i=j$, the sides agree. If $i<j$, then

$$a_i a_{j+d+1}\le a_{i+1}a_{j+d}\le a_{i+1+d}\,a_j,$$

by one application of the ratio inequality and then the induction hypothesis for $i+1\le j$. The lemma is stated for any real sequence with the ratio property, because it will be applied both to a factor and to a product.

```lean
/-- If successive ratios of a sequence do not increase, in the form without division, then moving
two indices by equal amounts towards each other, or past each other within their range, does not
lower the product. -/
theorem exchange {a : ℕ → ℝ} (h : ∀ i j, i ≤ j → a i * a (j + 1) ≤ a (i + 1) * a j)
    (d : ℕ) : ∀ i j, i ≤ j → a i * a (j + d) ≤ a (i + d) * a j := by
  induction d with
  | zero => intro i j _; exact le_rfl
  | succ d ih =>
    intro i j hij
    rcases hij.eq_or_lt with e | hlt
    · rw [e]; exact (mul_comm _ _).le
    · have h1 := h i (j + d) (by omega)
      have h2 := ih (i + 1) j hlt
      rw [show i + 1 + d = i + (d + 1) by omega] at h2
      exact h1.trans h2
```

## A determinant of overlap sums

For real sequences $u,v,x,y$, with all sums running over $0,\dots,N-1$, expansion gives

$$\sum_{r,t}(u_rv_t-u_tv_r)(x_ry_t-y_rx_t)
=2\Big[\sum_r u_rx_r\sum_r v_ry_r-\sum_r u_ry_r\sum_r v_rx_r\Big].$$

Suppose both brackets on the left are nonnegative whenever $r<t$. Exchanging $r$ and $t$ reverses both signs, so every term with $r>t$ is also nonnegative, and the terms with $r=t$ vanish. The determinant on the right is therefore nonnegative. In the proof, `hpos` establishes the sign of the double sum and `hsum` expands it.

```lean
/-- If all ordered two-by-two minors of the pairs `(u, v)` and `(x, y)` are nonnegative, so is the
two-by-two determinant of their overlap sums. -/
theorem overlap_minor (N : ℕ) (u v x y : ℕ → ℝ)
    (huv : ∀ r t, r < t → u t * v r ≤ u r * v t)
    (hxy : ∀ r t, r < t → y r * x t ≤ x r * y t) :
    (∑ r ∈ range N, u r * y r) * (∑ r ∈ range N, v r * x r) ≤
      (∑ r ∈ range N, u r * x r) * (∑ r ∈ range N, v r * y r) := by
  have hpos : 0 ≤ ∑ r ∈ range N, ∑ t ∈ range N,
      (u r * v t - u t * v r) * (x r * y t - y r * x t) := by
    refine sum_nonneg fun r _ => sum_nonneg fun t _ => ?_
    rcases lt_trichotomy r t with h | h | h
    · exact mul_nonneg (sub_nonneg.2 (huv r t h)) (sub_nonneg.2 (hxy r t h))
    · rw [h, sub_self, zero_mul]
    · have h1 := huv t r h
      have h2 := hxy t r h
      exact mul_nonneg_of_nonpos_of_nonpos (by linarith) (by linarith)
  -- the double sum is twice the determinant
  have hsum : ∑ r ∈ range N, ∑ t ∈ range N,
      (u r * v t - u t * v r) * (x r * y t - y r * x t) =
      ∑ r ∈ range N, ∑ t ∈ range N, ((u r * x r) * (v t * y t) - (u r * y r) * (v t * x t)
        - (v r * x r) * (u t * y t) + (v r * y r) * (u t * x t)) :=
    sum_congr rfl fun r _ => sum_congr rfl fun t _ => by ring
  rw [hsum] at hpos
  simp only [sum_add_distrib, sum_sub_distrib, ← sum_mul_sum] at hpos
  linarith
```

## Adding neighbours preserves log-concavity

Let $p_r$ and $q_r$ be the coefficients of two log-concave polynomials, with value zero at negative indices. Their product has coefficients $c_m=\sum_r p_r q_{m-r}$. To prove $c_i c_{j+1}\le c_{i+1}c_j$ for $i\le j$, set

$$u_r=p_r,\quad v_r=p_{r-1},\quad x_r=q_{i+1-r},\quad y_r=q_{j+1-r},\qquad 0\le r\le j+1 .$$

The four overlap sums are then

$$\sum_r u_rx_r=c_{i+1},\quad \sum_r v_ry_r=c_j,\quad \sum_r u_ry_r=c_{j+1},\quad \sum_r v_rx_r=c_i .$$

For $r<t$, the two sign conditions read

$$p_t\,p_{r-1}\le p_r\,p_{t-1},\qquad q_{j+1-r}\,q_{i+1-t}\le q_{i+1-r}\,q_{j+1-t}.$$

The first is the ratio inequality for $p$; at $r=0$ its left side is zero. The second is the exchange inequality for $q$ with $d=t-r$; for $t>i+1$ its left side is zero.

The coefficients $c_m$ are nonnegative, being sums of products of nonnegative numbers. The ratio inequality for $c$ yields the other two properties. Taking $j=i+1$ gives the local inequality. For the gaps, let $i<j<k$ with $c_i$ and $c_k$ nonzero. The exchange inequality gives

$$c_i c_k\le c_j\,c_{k-(j-i)},$$

and the left side is positive, so $c_j\ne0$.

In Lean, `conv` writes the convolution over a common range, with an `if` supplying the zeros at negative indices. Multiplication by `X` produces the shifted sequence $p_{r-1}$.

```lean
/-- The product of two log-concave polynomials is log-concave. -/
theorem LogConcave.mul {p q : ℝ[X]} (hp : LogConcave p) (hq : LogConcave q) :
    LogConcave (p * q) := by
  -- convolution written over a common range
  have conv : ∀ (f : ℝ[X]) (m N : ℕ), m < N → (f * q).coeff m =
      ∑ i ∈ range N, f.coeff i * (if i ≤ m then q.coeff (m - i) else 0) := by
    intro f m N hm
    rw [Polynomial.coeff_mul,
      Finset.Nat.sum_antidiagonal_eq_sum_range_succ (fun i j => f.coeff i * q.coeff j)]
    have hsub : range (m + 1) ⊆ range N := fun i hi => by
      simp only [Finset.mem_range] at *; omega
    rw [← Finset.sum_subset hsub]
    · refine sum_congr rfl fun i hi => ?_
      rw [if_pos (by have := Finset.mem_range.1 hi; omega)]
    · intro i _ hi
      rw [if_neg (by simp only [Finset.mem_range] at hi; omega), mul_zero]
  have ratio : ∀ i j, i ≤ j →
      (p * q).coeff i * (p * q).coeff (j + 1) ≤ (p * q).coeff (i + 1) * (p * q).coeff j := by
    intro i j hij
    have shift : ∀ m, (p * q).coeff m = (X * p * q).coeff (m + 1) := fun m => by
      rw [mul_assoc, Polynomial.coeff_X_mul]
    rw [shift i, shift j, conv p (i + 1) (j + 2) (by omega), conv p (j + 1) (j + 2) (by omega),
      conv (X * p) (i + 1) (j + 2) (by omega), conv (X * p) (j + 1) (j + 2) (by omega), mul_comm]
    apply overlap_minor
    · intro r t hrt
      obtain ⟨t, rfl⟩ : ∃ t', t = t' + 1 := ⟨t - 1, by omega⟩
      rw [Polynomial.coeff_X_mul]
      rcases r with _ | r
      · rw [Polynomial.coeff_X_mul_zero, mul_zero]
        exact mul_nonneg (hp.nonneg _) (hp.nonneg _)
      · rw [Polynomial.coeff_X_mul, mul_comm]
        exact hp.ratio (by omega)
    · intro r t hrt
      by_cases ht : t ≤ i + 1
      · rw [if_pos (by omega), if_pos ht, if_pos (by omega), if_pos (by omega)]
        have h := exchange (fun _ _ => hq.ratio) (t - r) (i + 1 - t) (j + 1 - t) (by omega)
        rw [show j + 1 - t + (t - r) = j + 1 - r by omega,
          show i + 1 - t + (t - r) = i + 1 - r by omega] at h
        rw [mul_comm]; exact h
      · rw [if_neg ht, mul_zero]
        apply mul_nonneg <;> split_ifs <;> first | exact hq.nonneg _ | exact le_rfl
  refine ⟨fun k => ?_, fun i j k hij hjk hi hk hj => ?_, fun k => ?_⟩
  · rw [Polynomial.coeff_mul]
    exact sum_nonneg fun x _ => mul_nonneg (hp.nonneg _) (hq.nonneg _)
  · have nonneg : ∀ m, 0 ≤ (p * q).coeff m := fun m => by
      rw [Polynomial.coeff_mul]
      exact sum_nonneg fun x _ => mul_nonneg (hp.nonneg _) (hq.nonneg _)
    have h := exchange ratio (j - i) i (k - (j - i)) (by omega)
    rw [show k - (j - i) + (j - i) = k by omega, show i + (j - i) = j by omega, hj,
      zero_mul] at h
    exact absurd h (not_le_of_gt (mul_pos (lt_of_le_of_ne (nonneg i) (Ne.symm hi))
      (lt_of_le_of_ne (nonneg k) (Ne.symm hk))))
  · rw [sq]; exact ratio k (k + 1) (by omega)
```

## From one neighbour to the multiplet

The coefficients of $1+x+\dots+x^s$ are $1$ for $k\le s$ and $0$ beyond. They have no gap, and if $a_k$ and $a_{k+2}$ both equal $1$, so does $a_{k+1}$. The proof computes the coefficients in `hc` and checks the cases.

```lean
/-- The generating polynomial of a single neighbour of any spin is log-concave. -/
theorem spinPoly_logConcave (s : ℕ) : LogConcave (spinPoly s) := by
  have hc : ∀ k, (spinPoly s).coeff k = if k ≤ s then 1 else 0 := fun k => by
    simp [spinPoly, Polynomial.finsetSum_coeff, Polynomial.coeff_X_pow]
  refine ⟨fun k => ?_, fun i j k _ hjk _ hk => ?_, fun k => ?_⟩
  · rw [hc]; split_ifs <;> norm_num
  · have hks : k ≤ s := by
      by_contra hn
      exact hk (by rw [hc, if_neg hn])
    rw [hc, if_pos (by omega)]
    exact one_ne_zero
  · simp only [hc]
    split_ifs <;> first | omega | norm_num
```

Neighbours are now added one at a time. With none, the polynomial is $1$, the case $s=0$ above; each further neighbour multiplies it by a log-concave factor. The theorem allows a different spin for every member of the finite set `S`.

```lean
/-- The multiplet polynomial of any finite set of neighbours, with equal or different spins,
is log-concave. -/
theorem multiplet_logConcave {ι : Type*} (S : Finset ι) (s : ι → ℕ) :
    LogConcave (∏ i ∈ S, spinPoly (s i)) := by
  classical
  induction S using Finset.induction_on with
  | empty =>
    have h : (1 : ℝ[X]) = spinPoly 0 := by simp [spinPoly]
    rw [Finset.prod_empty, h]
    exact spinPoly_logConcave 0
  | insert a S ha ih =>
    rw [Finset.prod_insert ha]
    exact (spinPoly_logConcave _).mul ih
```

With $n$ equal spins the product becomes a power, and the local inequality is the result stated at the start. For two spin-1 neighbours the intensities are $1,2,3,2,1$, with normalised values $\tfrac19,\tfrac29,\tfrac39,\tfrac29,\tfrac19$.

```lean
/-- For `n` equivalent neighbours of spin `s/2`, the coefficients of `(1 + x + ... + x^s)^n`
satisfy `a_k a_(k+2) ≤ a_(k+1)^2`. -/
theorem equivalent_neighbours (n s k : ℕ) :
    (spinPoly s ^ n).coeff k * (spinPoly s ^ n).coeff (k + 2) ≤
      (spinPoly s ^ n).coeff (k + 1) ^ 2 := by
  have h := multiplet_logConcave (range n) fun _ => s
  rw [Finset.prod_const, Finset.card_range] at h
  exact h.sq_ge k
```

## The coefficients are the intensities

Multiplying out the product selects one level from each neighbour:

$$\prod_i\sum_{m_i=0}^{s_i}x^{m_i}=\sum_m x^{\sum_i m_i}.$$

The coefficient of $x^k$ is the number of selections with sum $k$. `Finset.prod_univ_sum` performs this expansion, and the remaining lines compare the two sides one configuration at a time.

```lean
/-- The coefficients of the multiplet polynomial count the spin configurations that contribute
to each line. -/
theorem coeff_eq_lineIntensity {ι : Type*} [Fintype ι] [DecidableEq ι] (s : ι → ℕ) (k : ℕ) :
    (∏ i, spinPoly (s i)).coeff k = (lineIntensity s k : ℝ) := by
  simp only [spinPoly, lineIntensity]
  rw [Finset.prod_univ_sum, Polynomial.finsetSum_coeff, Finset.card_filter, Nat.cast_sum]
  refine sum_congr rfl fun m _ => ?_
  rw [Finset.prod_pow_eq_pow_sum, Polynomial.coeff_X_pow]
  by_cases h : ∑ i, m i = k
  · rw [if_pos h.symm, if_pos h, Nat.cast_one]
  · rw [if_neg (fun e => h e.symm), if_neg h, Nat.cast_zero]
```

Let $L_k$ denote the count `lineIntensity s k`. The ratio inequality then becomes a statement about natural numbers, $L_iL_{j+1}\le L_{i+1}L_j$ for lines $i\le j$. Where the intensities are nonzero, the ratio of each line to the preceding one does not increase across the multiplet.

The same counts are the dimensions of the subspaces of fixed total magnetic quantum number for a finite set of spins. They give the block sizes in the exact diagonalisation of a Hamiltonian that conserves this number, when no further symmetry is used.

```lean
/-- Across a multiplet the ratio of each line intensity to the preceding one does not increase,
written without division for lines `i ≤ j`. -/
theorem lineIntensity_ratio {ι : Type*} [Fintype ι] [DecidableEq ι] (s : ι → ℕ) {i j : ℕ}
    (hij : i ≤ j) :
    lineIntensity s i * lineIntensity s (j + 1) ≤
      lineIntensity s (i + 1) * lineIntensity s j := by
  have h := (multiplet_logConcave Finset.univ s).ratio hij
  simp only [coeff_eq_lineIntensity] at h
  exact_mod_cast h
```

## A doublet of doublets with a gap

The polynomial $1+x^3$ has nonnegative coefficients and satisfies the local inequality, but it has internal zeros. Its product with the polynomial of one spin-1/2 neighbour is

$$(1+x^3)(1+x)=1+x+x^3+x^4,$$

for which $a_2^2=0<1=a_1a_3$. Nonnegativity and the local inequality in both factors are thus not enough to give the local inequality for the product.

Physically, $1+x^3$ describes a spin-1/2 neighbour whose coupling constant is three times that of the other. The spectrum is a doublet of doublets with an empty position in the middle, so the inequality can fail on such a grid when the coupling constants differ.

```lean
/-- Internal zeros matter: `1 + x^3` has nonnegative coefficients obeying the local inequality,
yet its product with the polynomial of one spin-1/2 neighbour violates that inequality. -/
theorem internal_zeros_matter :
    (∀ k, 0 ≤ (1 + X ^ 3 : ℝ[X]).coeff k ∧
      (1 + X ^ 3 : ℝ[X]).coeff k * (1 + X ^ 3 : ℝ[X]).coeff (k + 2) ≤
        (1 + X ^ 3 : ℝ[X]).coeff (k + 1) ^ 2) ∧
    ((1 + X ^ 3) * spinPoly 1).coeff 2 ^ 2 <
      ((1 + X ^ 3) * spinPoly 1).coeff 1 * ((1 + X ^ 3) * spinPoly 1).coeff 3 := by
  constructor
  · intro k
    simp only [Polynomial.coeff_add, Polynomial.coeff_one, Polynomial.coeff_X_pow]
    constructor <;> split_ifs <;> first | omega | norm_num
  · have h : (1 + X ^ 3) * spinPoly 1 = 1 + X ^ 1 + X ^ 3 + X ^ 4 := by
      simp only [spinPoly, Finset.sum_range_succ, Finset.sum_range_zero]
      ring
    rw [h]
    simp only [Polynomial.coeff_add, Polynomial.coeff_one, Polynomial.coeff_X_pow]
    norm_num

end MultipletLogConcavity
```

```lean
#print axioms MultipletLogConcavity.multiplet_logConcave
-- 'MultipletLogConcavity.multiplet_logConcave' depends on axioms: [propext, Classical.choice, Quot.sound]
#print axioms MultipletLogConcavity.equivalent_neighbours
-- 'MultipletLogConcavity.equivalent_neighbours' depends on axioms: [propext, Classical.choice, Quot.sound]
#print axioms MultipletLogConcavity.lineIntensity_ratio
-- 'MultipletLogConcavity.lineIntensity_ratio' depends on axioms: [propext, Classical.choice, Quot.sound]
#print axioms MultipletLogConcavity.internal_zeros_matter
-- 'MultipletLogConcavity.internal_zeros_matter' depends on axioms: [propext, Classical.choice, Quot.sound]
```
